# First-order spin–orbit splitting of nodeless hydrogenic states grows as $Z^4$

## The 2p doublet

Take one electron in the field of a point nucleus of charge $Z>0$, in atomic units. Let $R(r)$ be the radial part of its 2p wave function. Up to normalisation, $P(r)=rR(r)$ is $r^2e^{-Zr/2}$, so $P^2=r^4e^{-Zr}$ and

$$\int_0^\infty P^2\,dr=\frac{4!}{Z^5},\qquad \int_0^\infty \frac{P^2}{r^3}\,dr=\int_0^\infty r\,e^{-Zr}\,dr=\frac{1}{Z^2}.$$

The normalised function is $\sqrt{Z^5/24}\,P$, and the mean of $r^{-3}$ is $Z^3/24$. The weight $r^{-3}$ lowers the power of $r$ by three, which leaves three powers of $Z$ in the quotient. Spin–orbit coupling supplies a fourth, because the electric field of the nucleus is itself proportional to $Z$.

## Spin–orbit energy in a Coulomb field

With $V(r)=-Z/r$ and speed of light $c$, the spin–orbit operator is

$$\frac{1}{2c^2}\,\frac1r\frac{dV}{dr}\;\mathbf L\cdot\mathbf S .$$

The prefactor combines the magnetic interaction of a spin with $g=2$ and the halving due to Thomas precession. The coupling constant $\zeta$ is the radial mean of the factor in front of $\mathbf L\cdot\mathbf S$. In a level with orbital and total angular momentum $l$ and $j$, the first-order shift is $\frac{\zeta}{2}\left(j(j+1)-l(l+1)-\frac34\right)$.

Atomic mean-field spin-orbit schemes also include two-electron contributions; for a single electron in a nodeless hydrogenic state with $l\ge1$, the formulas below give a first-order reference value for the nuclear term of the Breit–Pauli spin–orbit operator.

## What the Lean theorems say

The natural number `l` is the orbital quantum number, and $n=l+1$ appears as `(l : ℝ) + 1`. The function `radial Z l` is the unnormalised $P(r)=r^ne^{-Zr/n}$, and `radialMean` divides by $\int P^2$, so its values are those of the normalised state. `soRadial` contains the actual derivative of `coulomb Z`, and `soCoupling` is $\zeta$.

- `radial_schrodinger`: $P$ solves the radial Schrödinger equation at every $r>0$, with energy $-Z^2/(2n^2)$.
- `mean_inv_cube`: for $Z>0$ and $l\ge1$, $P^2/r^3$ is integrable over $r>0$ and
$$\langle r^{-3}\rangle=\frac{Z^3}{n^3\,l(l+\frac12)(l+1)}.$$
- `soCoupling_eq` and `soCoupling_scaling`: for $c>0$ as well, $\zeta$ is positive and has a closed form, and replacing $Z$ by $tZ$ with $t>0$ multiplies it by $t^4$.
- `doublet_splitting` and `splitting_2p`: under the same conditions, the level $j=l+\frac12$ lies above $j=l-\frac12$ by a stated amount, which for 2p is $Z^4/(32c^2)$.

The spin–orbit operator and the first-order shift enter as definitions; neither the Dirac equation nor the angular momentum algebra is developed. States with radial nodes, screening by other electrons, finite nuclear size and other relativistic corrections are left out.

## Two factorials and their quotient

First, $P$ is an eigenfunction. Differentiating gives $P'=(n/r-Z/n)P$, and therefore

$$P''=\left[\left(\frac nr-\frac Zn\right)^2-\frac n{r^2}\right]P=\left[\frac{l(l+1)}{r^2}-\frac{2Z}{r}+\frac{Z^2}{n^2}\right]P,$$

since $n(n-1)=l(l+1)$. Hence

$$-\tfrac12P''+\left(\frac{l(l+1)}{2r^2}-\frac Zr\right)P=-\frac{Z^2}{2n^2}P.$$

For $a>0$ let $I_k=\int_0^\infty r^ke^{-ar}dr$. Then $I_0=1/a$, and integration by parts gives $I_k=(k/a)I_{k-1}$ for $k\ge1$, so $I_k=k!/a^{k+1}$. With $a=2Z/n$ we have $P^2=r^{2l+2}e^{-ar}$, and for $l\ge1$

$$\langle r^{-3}\rangle=\frac{(2l-1)!/a^{2l}}{(2l+2)!/a^{2l+3}}=\frac{a^3}{(2l+2)(2l+1)(2l)}=\frac{Z^3}{n^3\,l(l+\frac12)(l+1)}.$$

The last step cancels a factor of 8 from $a^3=8Z^3/n^3$ against one from the denominator.

## From $\zeta$ to the splitting

Since $dV/dr=Z/r^2$, the radial factor is $Z/(2c^2r^3)$, and

$$\zeta=\frac{Z}{2c^2}\langle r^{-3}\rangle=\frac{Z^4}{2c^2n^3\,l(l+\frac12)(l+1)}.$$

At fixed $c$ and $l$ this is proportional to $Z^4$. The bracket in the level shift equals $l$ for $j=l+\frac12$ and $-(l+1)$ for $j=l-\frac12$. The shifts are $l\zeta/2$ and $-(l+1)\zeta/2$, and they differ by

$$\left(l+\tfrac12\right)\zeta=\frac{Z^4}{2c^2n^3\,l(l+1)}.$$

For $l=1$ and $n=2$ this is $3\zeta/2=Z^4/(32c^2)$.

## The logarithmic divergence at $l=0$

The condition $l\ge1$ excludes s states. For 1s, $P=re^{-Zr}$ and $P^2/r^3=e^{-2Zr}/r$, whose integral diverges logarithmically at the nucleus. No finite $\langle r^{-3}\rangle$ exists there. An s state has only the level $j=\frac12$, so there is no doublet to split.

## The complete Lean file

```lean
import Mathlib

open MeasureTheory Set

namespace HydrogenicSpinOrbit

noncomputable section

/-- The unnormalised nodeless radial function `P(r) = r^n exp(-Z r / n)` with `n = l + 1`. -/
def radial (Z : ℝ) (l : ℕ) (r : ℝ) : ℝ :=
  r ^ (l + 1) * Real.exp (-(Z * r / ((l : ℝ) + 1)))

/-- The mean of a radial quantity `f` in the state `P`, for `Z > 0` and integrable `f P²`. -/
def radialMean (Z : ℝ) (l : ℕ) (f : ℝ → ℝ) : ℝ :=
  (∫ r in Ioi (0 : ℝ), f r * radial Z l r ^ 2) / ∫ r in Ioi (0 : ℝ), radial Z l r ^ 2

/-- The potential energy `-Z / r` of an electron in the field of the nucleus, for `r > 0`. -/
def coulomb (Z r : ℝ) : ℝ := -Z / r

/-- The radial factor `(1 / (2c²)) (1/r) dV/dr` of the spin-orbit operator, for `c, r > 0`. -/
def soRadial (c Z r : ℝ) : ℝ := 1 / (2 * c ^ 2) * (deriv (coulomb Z) r / r)

/-- The spin-orbit coupling constant `ζ`: the mean of the radial spin-orbit factor,
for `c, Z > 0` and `l ≥ 1`. -/
def soCoupling (c Z : ℝ) (l : ℕ) : ℝ := radialMean Z l (soRadial c Z)

/-- The first-order spin-orbit shift `(ζ/2) (j(j+1) - l(l+1) - 3/4)` of the level `j`. -/
def levelShift (ζ : ℝ) (l : ℕ) (j : ℝ) : ℝ :=
  ζ / 2 * (j * (j + 1) - (l : ℝ) * ((l : ℝ) + 1) - 3 / 4)

/-- The function `P` solves the radial Schrödinger equation of the hydrogenic ion
with energy `-Z² / (2n²)`, `n = l + 1`. -/
theorem radial_schrodinger (Z : ℝ) (l : ℕ) {r : ℝ} (hr : 0 < r) :
    -(1 / 2) * deriv (deriv (radial Z l)) r
      + ((l : ℝ) * ((l : ℝ) + 1) / (2 * r ^ 2) + coulomb Z r) * radial Z l r
      = -(Z ^ 2 / (2 * ((l : ℝ) + 1) ^ 2)) * radial Z l r := by
  have hE : ∀ x : ℝ, HasDerivAt (fun r : ℝ => Real.exp (-(Z * r / ((l : ℝ) + 1))))
      (Real.exp (-(Z * x / ((l : ℝ) + 1))) * (-(Z / ((l : ℝ) + 1)))) x := fun x =>
    (((hasDerivAt_id' x).const_mul Z).div_const ((l : ℝ) + 1)).fun_neg.exp.congr_deriv (by ring)
  -- first derivative
  have h1 : ∀ x : ℝ, HasDerivAt (radial Z l)
      ((((l : ℝ) + 1) * x ^ l - Z / ((l : ℝ) + 1) * x ^ (l + 1))
        * Real.exp (-(Z * x / ((l : ℝ) + 1)))) x := fun x =>
    ((hasDerivAt_pow (l + 1) x).fun_mul (hE x)).congr_deriv (by
      simp only [Nat.add_sub_cancel, Nat.cast_add, Nat.cast_one]
      ring)
  have h2 := funext fun x => (h1 x).deriv
  -- second derivative
  have h3 : HasDerivAt (fun x : ℝ => (((l : ℝ) + 1) * x ^ l - Z / ((l : ℝ) + 1) * x ^ (l + 1))
      * Real.exp (-(Z * x / ((l : ℝ) + 1)))) _ r :=
    (((hasDerivAt_pow l r).const_mul ((l : ℝ) + 1)).fun_sub
      ((hasDerivAt_pow (l + 1) r).const_mul (Z / ((l : ℝ) + 1)))).fun_mul (hE r)
  have key : (l : ℝ) * r ^ (l - 1) = (l : ℝ) * r ^ l / r := by
    cases l with
    | zero => simp
    | succ m =>
      rw [Nat.add_sub_cancel, pow_succ, ← mul_assoc, mul_div_cancel_right₀ _ hr.ne']
  rw [h2, h3.deriv]
  simp only [Nat.add_sub_cancel, Nat.cast_add, Nat.cast_one, key, radial, coulomb]
  generalize Real.exp (-(Z * r / ((l : ℝ) + 1))) = E
  field_simp
  ring

/-- The radial integral of `r^k exp(-a r)` over `r > 0` is `k! / a^(k+1)`. -/
theorem slater_integral (k : ℕ) {a : ℝ} (ha : 0 < a) :
    ∫ r in Ioi (0 : ℝ), r ^ k * Real.exp (-(a * r)) = (k.factorial : ℝ) / a ^ (k + 1) := by
  have hk : (0 : ℝ) < (k : ℝ) + 1 := by positivity
  have h := Real.integral_rpow_mul_exp_neg_mul_Ioi hk ha
  have hp : (1 / a) ^ ((k : ℝ) + 1) = (1 / a) ^ (k + 1) := by
    exact_mod_cast Real.rpow_natCast (1 / a) (k + 1)
  simp only [add_sub_cancel_right, Real.rpow_natCast] at h
  rw [h, Real.Gamma_nat_eq_factorial, hp, one_div, inv_pow, div_eq_mul_inv, mul_comm]

/-- The radial density is `P² = r^(2l+2) exp(-2Zr/n)` with `n = l + 1`. -/
theorem radial_sq (Z : ℝ) (l : ℕ) (r : ℝ) :
    radial Z l r ^ 2 = r ^ (2 * l + 2) * Real.exp (-(2 * Z / ((l : ℝ) + 1) * r)) := by
  have h : Real.exp (-(2 * Z / ((l : ℝ) + 1) * r))
      = Real.exp (-(Z * r / ((l : ℝ) + 1))) ^ 2 := by
    rw [← Real.exp_nat_mul]
    congr 1
    push_cast
    ring
  rw [radial, h]
  ring

/-- For `l ≥ 1` the integral of `P² / r³` converges, and
`⟨r⁻³⟩ = Z³ / (n³ l (l + 1/2) (l + 1))` with `n = l + 1`. -/
theorem mean_inv_cube {Z : ℝ} (hZ : 0 < Z) {l : ℕ} (hl : 1 ≤ l) :
    IntegrableOn (fun r : ℝ => 1 / r ^ 3 * radial Z l r ^ 2) (Ioi 0) ∧
    radialMean Z l (fun r => 1 / r ^ 3)
      = Z ^ 3 / (((l : ℝ) + 1) ^ 3 * ((l : ℝ) * ((l : ℝ) + 1 / 2) * ((l : ℝ) + 1))) := by
  obtain ⟨m, rfl⟩ : ∃ m, l = m + 1 := ⟨l - 1, by omega⟩
  have ha : 0 < 2 * Z / (((m + 1 : ℕ) : ℝ) + 1) := by positivity
  -- the factor r⁻³ lowers the power of r by three
  have heq : EqOn (fun r : ℝ => 1 / r ^ 3 * radial Z (m + 1) r ^ 2)
      (fun r : ℝ => r ^ (2 * m + 1) * Real.exp (-(2 * Z / (((m + 1 : ℕ) : ℝ) + 1) * r)))
      (Ioi 0) := by
    intro r hr
    have hr' : r ≠ 0 := (mem_Ioi.1 hr).ne'
    have hpow : r ^ (2 * (m + 1) + 2) = r ^ 3 * r ^ (2 * m + 1) := by ring
    beta_reduce
    rw [radial_sq, hpow, mul_assoc, ← mul_assoc (1 / r ^ 3),
      one_div_mul_cancel (pow_ne_zero 3 hr'), one_mul]
  have hI := (setIntegral_congr_fun measurableSet_Ioi heq).trans (slater_integral (2 * m + 1) ha)
  have hf : ((2 * (m + 1) + 2).factorial : ℝ)
      = (2 * (m : ℝ) + 4) * (2 * m + 3) * (2 * m + 2) * ((2 * m + 1).factorial : ℝ) := by
    rw [show 2 * (m + 1) + 2 = 2 * m + 1 + 1 + 1 + 1 by ring]
    simp only [Nat.factorial_succ]
    push_cast
    ring
  have hN : ∫ r in Ioi (0 : ℝ), radial Z (m + 1) r ^ 2 = _ :=
    (integral_congr_ae (ae_of_all _ (radial_sq Z (m + 1)))).trans
      (slater_integral (2 * (m + 1) + 2) ha)
  rw [hf, show 2 * (m + 1) + 2 + 1 = 2 * m + 1 + 1 + 3 by ring, pow_add] at hN
  have hratio : ∀ A F b K : ℝ, A ≠ 0 → F ≠ 0 → b ≠ 0 → K ≠ 0 →
      F / A / (K * F / (A * b)) = b / K := by
    intro A F b K hA hF hb hK
    field_simp
  constructor
  · -- a non-integrable function would have integral zero in Lean
    by_contra h
    have hpos : ((2 * m + 1).factorial : ℝ)
        / (2 * Z / (((m + 1 : ℕ) : ℝ) + 1)) ^ (2 * m + 1 + 1) ≠ 0 := by positivity
    exact hpos (hI.symm.trans (integral_undef h))
  · simp only [radialMean]
    rw [hI, hN, hratio _ _ _ _ (by positivity) (by positivity) (by positivity) (by positivity),
      div_pow, div_div, div_eq_div_iff (by positivity) (by positivity)]
    push_cast
    ring

/-- The coupling constant in the field of the nucleus is `ζ = Z ⟨r⁻³⟩ / (2c²)`. -/
theorem soCoupling_eq_mean (c Z : ℝ) (l : ℕ) :
    soCoupling c Z l = Z / (2 * c ^ 2) * radialMean Z l (fun r => 1 / r ^ 3) := by
  have hV : coulomb Z = fun r => -Z * r⁻¹ := funext fun r => div_eq_mul_inv _ _
  have heq : EqOn (fun r : ℝ => soRadial c Z r * radial Z l r ^ 2)
      (fun r : ℝ => Z / (2 * c ^ 2) * (1 / r ^ 3 * radial Z l r ^ 2)) (Ioi 0) := by
    intro r hr
    have hd := ((hasDerivAt_inv (mem_Ioi.1 hr).ne').const_mul (-Z)).deriv
    beta_reduce
    rw [soRadial, hV, hd]
    ring
  have hI := setIntegral_congr_fun (μ := volume) measurableSet_Ioi heq
  simp only [soCoupling, radialMean]
  rw [hI, integral_const_mul, mul_div_assoc]

/-- The coupling constant is positive and equals
`Z⁴ / (2c² n³ l (l + 1/2) (l + 1))` with `n = l + 1`. -/
theorem soCoupling_eq {c Z : ℝ} (hc : 0 < c) (hZ : 0 < Z) {l : ℕ} (hl : 1 ≤ l) :
    0 < soCoupling c Z l ∧ soCoupling c Z l = Z ^ 4 /
      (2 * c ^ 2 * (((l : ℝ) + 1) ^ 3 * ((l : ℝ) * ((l : ℝ) + 1 / 2) * ((l : ℝ) + 1)))) := by
  have hl' : (0 : ℝ) < l := Nat.cast_pos.2 hl
  have h := soCoupling_eq_mean c Z l
  rw [(mean_inv_cube hZ hl).2, div_mul_div_comm, ← pow_succ'] at h
  exact ⟨by rw [h]; positivity, h⟩

/-- Multiplying the nuclear charge by `t` multiplies the coupling constant by `t⁴`. -/
theorem soCoupling_scaling {c Z t : ℝ} (hc : 0 < c) (hZ : 0 < Z) (ht : 0 < t)
    {l : ℕ} (hl : 1 ≤ l) : soCoupling c (t * Z) l / soCoupling c Z l = t ^ 4 := by
  rw [div_eq_iff (soCoupling_eq hc hZ hl).1.ne', (soCoupling_eq hc (mul_pos ht hZ) hl).2,
    (soCoupling_eq hc hZ hl).2]
  ring

/-- The level `j = l + 1/2` lies above `j = l - 1/2` by `Z⁴ / (2c² n³ l (l + 1))`,
with `n = l + 1`. -/
theorem doublet_splitting {c Z : ℝ} (hc : 0 < c) (hZ : 0 < Z) {l : ℕ} (hl : 1 ≤ l) :
    0 < levelShift (soCoupling c Z l) l (l + 1 / 2) - levelShift (soCoupling c Z l) l (l - 1 / 2) ∧
    levelShift (soCoupling c Z l) l (l + 1 / 2) - levelShift (soCoupling c Z l) l (l - 1 / 2)
      = Z ^ 4 / (2 * c ^ 2 * ((l : ℝ) + 1) ^ 3 * ((l : ℝ) * ((l : ℝ) + 1))) := by
  have hl' : (0 : ℝ) < l := Nat.cast_pos.2 hl
  obtain ⟨hpos, hζ⟩ := soCoupling_eq hc hZ hl
  -- the interval is (l + 1/2) ζ
  have hd : levelShift (soCoupling c Z l) l (l + 1 / 2)
      - levelShift (soCoupling c Z l) l (l - 1 / 2) = ((l : ℝ) + 1 / 2) * soCoupling c Z l := by
    unfold levelShift
    ring
  rw [hd]
  refine ⟨by positivity, ?_⟩
  rw [hζ, ← mul_div_assoc, div_eq_div_iff (by positivity) (by positivity)]
  ring

/-- The 2p levels `j = 3/2` and `j = 1/2` are split by `3ζ/2`, which is positive and
equals `Z⁴ / (32c²)`. -/
theorem splitting_2p {c Z : ℝ} (hc : 0 < c) (hZ : 0 < Z) :
    levelShift (soCoupling c Z 1) 1 (3 / 2) - levelShift (soCoupling c Z 1) 1 (1 / 2)
      = 3 / 2 * soCoupling c Z 1 ∧
    0 < 3 / 2 * soCoupling c Z 1 ∧ 3 / 2 * soCoupling c Z 1 = Z ^ 4 / (32 * c ^ 2) := by
  obtain ⟨hpos, hζ⟩ := soCoupling_eq hc hZ (le_refl 1)
  refine ⟨?_, by positivity, ?_⟩
  · unfold levelShift
    push_cast
    ring
  · rw [hζ, ← mul_div_assoc, div_eq_div_iff (by positivity) (by positivity)]
    push_cast
    ring

end

end HydrogenicSpinOrbit
```

```lean
#print axioms HydrogenicSpinOrbit.radial_schrodinger
-- 'HydrogenicSpinOrbit.radial_schrodinger' depends on axioms: [propext, Classical.choice, Quot.sound]
#print axioms HydrogenicSpinOrbit.soCoupling_scaling
-- 'HydrogenicSpinOrbit.soCoupling_scaling' depends on axioms: [propext, Classical.choice, Quot.sound]
#print axioms HydrogenicSpinOrbit.doublet_splitting
-- 'HydrogenicSpinOrbit.doublet_splitting' depends on axioms: [propext, Classical.choice, Quot.sound]
#print axioms HydrogenicSpinOrbit.splitting_2p
-- 'HydrogenicSpinOrbit.splitting_2p' depends on axioms: [propext, Classical.choice, Quot.sound]
```

## How the proof follows the calculation

`radial_schrodinger` computes both derivatives with the powers of $r$ written out. The step `key` replaces $l\,r^{l-1}$ by $l\,r^l/r$, which also covers $l=0$. The exponential is then treated as a common factor `E`, and `field_simp` and `ring` finish the algebra.

`slater_integral` obtains $k!/a^{k+1}$ from Mathlib's Gamma-function integral instead of repeated integration by parts. `radial_sq` puts $P^2$ into the form that this integral needs.

In `mean_inv_cube`, `l` is written as `m + 1`, so the power $2l-1$ becomes $2m+1$. The step `heq` cancels $r^3$ on $r>0$; `hI` and `hN` evaluate the numerator and the denominator. Then `hf` splits three factors off the larger factorial, and `hratio` cancels what the two integrals share. Integrability is proved by contradiction: Lean gives a non-integrable function the integral zero, but `hI` gives a nonzero value. At $l=0$ the formula for the mean would read $0=0$, by this convention on the left and because Lean sets division by zero to zero on the right, so it is the integrability clause that fails there.

`soCoupling_eq_mean` differentiates the potential and moves the constant $Z/(2c^2)$ outside the integral. `soCoupling_eq` inserts the mean, and its positivity clause justifies the division in `soCoupling_scaling`. In `doublet_splitting`, `hd` is the identity that reduces the difference of shifts to $(l+\frac12)\zeta$; `splitting_2p` carries out the same reduction at $l=1$.
